# For a normalised 1s orbital proportional to exp(−ar), the value at the nucleus times the orbital's integral over all space is 8

The theorem `core_zero_mul_integral` concerns a single 1s orbital, √(a³/π)·exp(−a‖x‖), in three-dimensional space with the nucleus at the origin. The prefactor normalises the orbital, so that its square integrates to 1. The theorem says that the orbital's value at the nucleus, multiplied by the integral of the orbital itself over all space, equals 8 for every decay constant a > 0. The proof takes the integral from the lemma `radial_moment` with `k = 0`, which gives √(a³/π)·8π/a³, and then multiplies by the value at the origin, √(a³/π).

The first attempt, which Lean rejects:

```lean
import Mathlib

open MeasureTheory Filter
open scoped Real Topology

namespace CoreZeroMulIntegral

noncomputable section

/-- Three-dimensional physical space, with the nucleus at the origin. -/
abbrev Space := EuclideanSpace ℝ (Fin 3)

/-- The 1s core orbital with decay constant `a > 0`. -/
def core (a : ℝ) (x : Space) : ℝ := √(a ^ 3 / π) * Real.exp (-(a * ‖x‖))

/-- The radial moments of an exponential with decay constant `a > 0`,
integrated over three-dimensional space. -/
theorem radial_moment {a : ℝ} (ha : 0 < a) (k : ℕ) :
    ∫ x : Space, ‖x‖ ^ k * Real.exp (-(a * ‖x‖)) =
      4 * π * ((k + 2).factorial : ℝ) / a ^ (k + 3) := by
  -- the radial integral is a Gamma function
  have hg : ∫ r in Set.Ioi (0 : ℝ), r ^ (k + 2) * Real.exp (-(a * r)) =
      ((k + 2).factorial : ℝ) / a ^ (k + 3) := by
    have h := Real.integral_rpow_mul_exp_neg_mul_Ioi
      (a := ((k + 2 : ℕ) : ℝ) + 1) (r := a) (by positivity) ha
    rw [Real.Gamma_nat_eq_factorial, add_sub_cancel_right] at h
    simp only [Real.rpow_natCast] at h
    rw [h, show ((k + 2 : ℕ) : ℝ) + 1 = ((k + 3 : ℕ) : ℝ) by push_cast; ring,
      Real.rpow_natCast, one_div, inv_pow, div_eq_inv_mul]
  have hb : (volume : Measure Space).real (Metric.ball 0 1) = 4 / 3 * π := by
    rw [Measure.real, EuclideanSpace.volume_ball_fin_three]
    simp only [ENNReal.ofReal_one, one_pow, one_mul]
    rw [ENNReal.toReal_ofReal (by positivity)]
    ring
  have hr : ∫ r in Set.Ioi (0 : ℝ), r ^ 2 * (r ^ k * Real.exp (-(a * r))) =
      ((k + 2).factorial : ℝ) / a ^ (k + 3) := by
    rw [← hg]
    refine integral_congr_ae (.of_forall fun r => ?_)
    show r ^ 2 * (r ^ k * Real.exp (-(a * r))) = r ^ (k + 2) * Real.exp (-(a * r))
    ring
  -- polar coordinates
  have h := integral_fun_norm_addHaar (volume : Measure Space)
    (fun r : ℝ => r ^ k * Real.exp (-(a * r)))
  simp only [finrank_euclideanSpace_fin, nsmul_eq_mul, smul_eq_mul, Nat.cast_ofNat,
    Nat.reduceSub] at h
  rw [h, hb, hr]
  ring

/-- The core amplitude at the nucleus times the space integral of the core is 8,
for every `a > 0`. -/
theorem core_zero_mul_integral {a : ℝ} (ha : 0 < a) :
    core a 0 * ∫ x, core a x = 8 := by
  have h : ∫ x, core a x = √(a ^ 3 / π) * (4 * π * 2 / a ^ 3) := by
    calc ∫ x, core a x
        = ∫ x : Space, √(a ^ 3 / π) * (‖x‖ ^ 0 * Real.exp (-(a * ‖x‖))) := by
          simp only [core, pow_zero, one_mul]
      _ = _ := by
          rw [integral_const_mul, radial_moment ha 0,
            show (0 + 2).factorial = 2 from rfl]
          norm_num
  have h0 : core a 0 = √(a ^ 3 / π) := by simp [core]
  rw [h, h0, ← mul_assoc, Real.mul_self_sqrt (by positivity), div_mul_div_comm,
    div_eq_iff (by positivity)]
  ring

end

end CoreZeroMulIntegral
```

Lean reports:

```
Main.lean:59:12: error: Invalid rewrite argument: The pattern to be substituted is a metavariable (`?m.184`) in this equality
  ?m.184 = 2
```

Lean accepts the file once it reads:

```diff
@@ -57,5 +57,5 @@
       _ = _ := by
           rw [integral_const_mul, radial_moment ha 0,
-            show (0 + 2).factorial = 2 from rfl]
+            show Nat.factorial (0 + 2) = 2 from rfl]
           norm_num
   have h0 : core a 0 = √(a ^ 3 / π) := by simp [core]
```

Cause. The error is in the last rewrite of the `rw` that evaluates the integral. After `radial_moment ha 0` the goal contains the factorial of the natural number `0 + 2`, and the next step is meant to replace it by 2. But in `(0 + 2).factorial` the dot notation needs the type of `0 + 2` to find out which `factorial` is meant, and bare numerals do not fix a type. Lean put the question off and left a placeholder, `?m.184`, for the whole left-hand side. The equation `rw` received was therefore `?m.184 = 2`. A bare placeholder would match any term, so `rw` rejects it as a pattern.

The repair writes `Nat.factorial (0 + 2)`. The full name says which function is meant and makes `0 + 2` a natural number, so `rw` has a definite pattern to find in the goal. The equation still holds by `rfl`. In `radial_moment` the form `(k + 2).factorial` causes no trouble, because `k` is declared to be a natural number.
